# The harmonic energy of a ring pairs plane waves only at opposite wavevectors

Take a ring of $N$ identical cells, labelled by $R\in\mathbb Z/N$, with a finite set of displacement coordinates in each cell. Wavevectors $q\in\mathbb Z/N$ are counted in units of $2\pi/N$, and the Bloch phase is $\chi_q(R)=e^{2\pi i qR/N}$, usually written $e^{iqR}$. The force constants are real matrices $\Phi(R)$, and for displacement fields $x,y$ I write

$$B(x,y)=\sum_{R,R'}x(R)^T\Phi(R-R')\,y(R'),\qquad D(q)=\sum_R\Phi(R)\,\chi_q(-R).$$

There is no complex conjugation in $B$, and the harmonic energy of a real field $x$ is $\tfrac12B(x,x)$.

I know the physical claim: two plane waves $u\chi_q$ and $w\chi_{q'}$ have $B=0$ unless $q+q'=0$ modulo $N$. If also $\Phi(-R)=\Phi(R)^T$ and $2q\neq0$, the real displacement $x=u\chi_q+\text{c.c.}$ has $B(x,x)=2N\,u^*D(q)u$, where $u^*$ is the conjugate transpose. I would like to see this made rigorous, with the factor of 2 and the special wavevectors treated properly, and checked by machine in Lean. How does that go?

## Two cross terms give the factor $2N$

**The phase sum.** Put $k=q+q'$. Since $\chi_q(R)\chi_{q'}(R)=\chi_k(R)$, we need $S=\sum_R\chi_k(R)$. For $k=0$ every term is 1 and $S=N$. For $k\ne0$, shifting $R$ by one cell permutes the terms, so $S=\chi_k(1)S$. Because $\chi_k(1)=e^{2\pi ik/N}\neq1$, this forces $S=0$.

**The response to one wave.** Let the force constants act on $w\chi_q$ and substitute $S=R-R'$, where $S$ now denotes the relative cell position:

$$\sum_{R'}\Phi(R-R')\,w\,\chi_q(R')=\sum_S\Phi(S)\,w\,\chi_q(R-S)=\chi_q(R)\,D(q)w.$$

The wavevector is unchanged, and the amplitude has been multiplied by $D(q)$.

**The selection rule.** Contracting this response, at wavevector $q'$, with $u\chi_q$ gives

$$B(u\chi_q,w\chi_{q'})=u^TD(q')w\sum_R\chi_q(R)\chi_{q'}(R)=\begin{cases}N\,u^TD(q')w,&q+q'=0,\\0,&\text{otherwise.}\end{cases}$$

**Symmetry.** Each term of $B$ is a number and equals its own transpose. With $\Phi(R-R')^T=\Phi(R'-R)$,

$$B(x,y)=\sum_{R,R'}y(R')^T\Phi(R'-R)\,x(R)=B(y,x).$$

**The real wave.** Write $x=a+b$ with $a=u\chi_q$ and $b=\bar u\chi_{-q}$. Then

$$B(x,x)=B(a,a)+B(a,b)+B(b,a)+B(b,b).$$

The wavevectors in the first and last terms add to $2q$ and $-2q$. Both are nonzero, so these terms vanish. The cross terms are equal by symmetry, and $B(b,a)=N\,\bar u^TD(q)u$. Hence $B(x,x)=2N\,u^*D(q)u$.

**When $2q=0$.** This happens at $q=0$ and, for even $N$, at the zone boundary $q=N/2$. Now $\chi_{-q}=\chi_q$, so $x$ is the single wave $(u+\bar u)\chi_q$ and the selection rule gives

$$B(x,x)=N(u+\bar u)^TD(q)(u+\bar u).$$

**Many waves.** For $x=\sum_qu(q)\chi_q$, expand both arguments. For each $q$ in the second argument only $-q$ survives in the first, which leaves $B(x,x)=N\sum_q u(-q)^TD(q)u(q)$.

### Four cells and one spring constant

Take $N=4$, one coordinate per cell, $\Phi(0)=2$, $\Phi(\pm1)=-1$ and $\Phi(2)=0$. Then $D(q)=2-2\cos(\pi q/2)$.

For $q=1$ and $u=1$ the displacements are $x=(2,0,-2,0)$. Directly, $B(x,x)=\sum_Rx_R(2x_R-x_{R-1}-x_{R+1})=8+0+8+0=16$. The formula gives $2\cdot4\cdot D(1)=8\cdot2=16$.

For $q=2$ and $u=1$ the displacements are $x=(2,-2,2,-2)$, and each cell contributes $2\cdot(4+2+2)=16$, so $B(x,x)=64$. This agrees with $N(u+\bar u)^2D(2)=4\cdot4\cdot4$. The expression $2N|u|^2D(2)$ would give only 32, so the condition $2q\neq0$ matters.

### The same argument in Lean

```lean
import Mathlib

open Matrix

namespace MonochromaticPerturbations

noncomputable section

variable {N : ℕ} [NeZero N] {ι : Type*} [Fintype ι]

/-- The Bloch phase `exp(iqR)` on a ring of `N` cells, with `q` counted in units of `2π/N`. -/
def phase (q R : ZMod N) : ℂ := ZMod.stdAddChar (q * R)

/-- The monochromatic displacement field `u exp(iqR)`. -/
def wave (q : ZMod N) (u : ι → ℂ) : ZMod N → ι → ℂ := fun R => phase q R • u

/-- The real displacement field `u exp(iqR)` plus its complex conjugate. -/
def realWave (q : ZMod N) (u : ι → ℂ) : ZMod N → ι → ℂ :=
  fun R => wave q u R + star (wave q u R)

/-- The dynamical matrix `D(q) = ∑ Φ(R) exp(-iqR)` (unit masses). -/
def dyn (Φ : ZMod N → Matrix ι ι ℝ) (q : ZMod N) : Matrix ι ι ℂ :=
  ∑ R, phase q (-R) • (Φ R).map Complex.ofReal

/-- The harmonic form `B(x,y) = ∑ x(R)ᵀ Φ(R-R') y(R')`. -/
def B (Φ : ZMod N → Matrix ι ι ℝ) (x y : ZMod N → ι → ℂ) : ℂ :=
  ∑ R, ∑ R', x R ⬝ᵥ ((Φ (R - R')).map Complex.ofReal *ᵥ y R')

/-- For integer labels `m` and `r` the phase is `exp(2πi m r / N)`. -/
theorem phase_intCast (m r : ℤ) : phase (m : ZMod N) (r : ZMod N) =
    Complex.exp (2 * Real.pi * Complex.I * (m * r) / N) := by
  unfold phase
  rw [← Int.cast_mul, ZMod.stdAddChar_coe, Int.cast_mul]

private lemma phase_neg (q R : ZMod N) : phase (-q) R = star (phase q R) := by
  unfold phase
  rw [neg_mul, ZMod.stdAddChar_apply, ZMod.stdAddChar_apply, AddChar.map_neg_eq_inv,
    Circle.coe_inv_eq_conj]
  rfl

private lemma dot_sum {κ : Type*} [Fintype κ] (x : ι → ℂ) (f : κ → ι → ℂ) :
    x ⬝ᵥ (∑ k, f k) = ∑ k, x ⬝ᵥ f k := by
  simp only [dotProduct, Finset.sum_apply, Finset.mul_sum]
  exact Finset.sum_comm

/-- The product of two Bloch phases sums to `N` over the ring if the wavevectors add to zero,
and to zero otherwise. -/
theorem phase_sum (q q' : ZMod N) :
    ∑ R, phase q R * phase q' R = if q + q' = 0 then (N : ℂ) else 0 := by
  have h := AddChar.sum_mulShift (q + q') (ZMod.isPrimitive_stdAddChar N)
  have e : ∀ R : ZMod N, phase q R * phase q' R = ZMod.stdAddChar (R * (q + q')) := by
    intro R
    unfold phase
    rw [← AddChar.map_add_eq_mul]
    congr 1
    ring
  simp only [e]
  rw [h]
  split_ifs <;> simp [ZMod.card]

/-- The force constants turn a wave of wavevector `q` and amplitude `w` into a wave of the same
wavevector and amplitude `D(q) w`. -/
theorem response_wave (Φ : ZMod N → Matrix ι ι ℝ) (q R : ZMod N) (w : ι → ℂ) :
    ∑ R', (Φ (R - R')).map Complex.ofReal *ᵥ wave q w R' = phase q R • (dyn Φ q *ᵥ w) := by
  have hs : dyn Φ q *ᵥ w = ∑ S, (phase q (-S) • (Φ S).map Complex.ofReal) *ᵥ w :=
    map_sum (Matrix.mulVec.addMonoidHomLeft w) _ _
  -- sum over the relative position S = R - R'
  rw [hs, Finset.smul_sum, ← Equiv.sum_comp (Equiv.subLeft R)]
  refine Finset.sum_congr rfl fun S _ => ?_
  have hp : phase q (R - S) = phase q R * phase q (-S) := by
    unfold phase
    rw [← AddChar.map_add_eq_mul]
    congr 1
    ring
  simp only [Equiv.subLeft_apply, sub_sub_cancel, wave]
  rw [hp, Matrix.mulVec_smul, Matrix.smul_mulVec, smul_smul]

/-- Selection rule: two plane waves are coupled by the harmonic form only if their wavevectors
add to zero, and then through the dynamical matrix. -/
theorem B_wave_wave (Φ : ZMod N → Matrix ι ι ℝ) (q q' : ZMod N) (u w : ι → ℂ) :
    B Φ (wave q u) (wave q' w) =
      if q + q' = 0 then (N : ℂ) * (u ⬝ᵥ (dyn Φ q' *ᵥ w)) else 0 := by
  have h : ∀ R, ∑ R', wave q u R ⬝ᵥ ((Φ (R - R')).map Complex.ofReal *ᵥ wave q' w R') =
      (phase q R * phase q' R) * (u ⬝ᵥ (dyn Φ q' *ᵥ w)) := by
    intro R
    rw [← dot_sum, response_wave]
    simp only [wave, smul_dotProduct, dotProduct_smul, smul_eq_mul]
    ring
  simp only [B, h]
  rw [← Finset.sum_mul, phase_sum]
  split_ifs <;> simp

/-- If `Φ(-R) = Φ(R)ᵀ`, the harmonic form is symmetric. -/
theorem B_symm (Φ : ZMod N → Matrix ι ι ℝ) (hΦ : ∀ R, Φ (-R) = (Φ R)ᵀ)
    (x y : ZMod N → ι → ℂ) : B Φ x y = B Φ y x := by
  unfold B
  rw [Finset.sum_comm]
  refine Finset.sum_congr rfl fun R' _ => Finset.sum_congr rfl fun R _ => ?_
  have h1 : Φ (R - R') = (Φ (R' - R))ᵀ := by rw [← hΦ, neg_sub]
  have hT : (Φ (R - R')).map Complex.ofReal = ((Φ (R' - R)).map Complex.ofReal)ᵀ :=
    congrArg (fun M : Matrix ι ι ℝ => M.map Complex.ofReal) h1
  rw [hT, Matrix.dotProduct_mulVec, Matrix.vecMul_transpose, dotProduct_comm]

private lemma realWave_eq (q : ZMod N) (u : ι → ℂ) :
    realWave q u = wave q u + wave (-q) (star u) := by
  funext R
  simp only [realWave, wave, Pi.add_apply, phase_neg, star_smul]

/-- For `2q ≠ 0`, the harmonic form of the real wave `x = u exp(iqR) + c.c.` is
`B(x,x) = 2N u* D(q) u`. -/
theorem B_realWave (Φ : ZMod N → Matrix ι ι ℝ) (hΦ : ∀ R, Φ (-R) = (Φ R)ᵀ)
    (q : ZMod N) (hq : q + q ≠ 0) (u : ι → ℂ) :
    B Φ (realWave q u) (realWave q u) = 2 * N * (star u ⬝ᵥ (dyn Φ q *ᵥ u)) := by
  have expand : ∀ a b : ZMod N → ι → ℂ,
      B Φ (a + b) (a + b) = B Φ a a + B Φ a b + B Φ b a + B Φ b b := by
    intro a b
    simp only [B, Pi.add_apply, Matrix.mulVec_add, add_dotProduct, dotProduct_add,
      Finset.sum_add_distrib]
    ring
  have hq' : -q + -q ≠ 0 := fun h => hq (by linear_combination -h)
  -- the diagonal terms vanish and the two cross terms are equal
  rw [realWave_eq, expand, B_symm Φ hΦ (wave q u) (wave (-q) (star u)),
    B_wave_wave, B_wave_wave, B_wave_wave, if_neg hq, if_neg hq', if_pos (neg_add_cancel q)]
  ring

/-- For `2q = 0`, the real wave has `B(x,x) = N (u + ū)ᵀ D(q) (u + ū)`. -/
theorem B_realWave_of_two_q_eq_zero (Φ : ZMod N → Matrix ι ι ℝ)
    (q : ZMod N) (hq : q + q = 0) (u : ι → ℂ) :
    B Φ (realWave q u) (realWave q u) =
      N * ((u + star u) ⬝ᵥ (dyn Φ q *ᵥ (u + star u))) := by
  have h : realWave q u = wave q (u + star u) := by
    rw [realWave_eq, neg_eq_of_add_eq_zero_left hq]
    funext R
    simp only [wave, Pi.add_apply, smul_add]
  rw [h, B_wave_wave, if_pos hq]

private lemma sum_rotate {κ : Type*} [Fintype κ] (F : ZMod N → ZMod N → κ → ℂ) :
    ∑ R, ∑ R', ∑ k, F R R' k = ∑ k, ∑ R, ∑ R', F R R' k :=
  (Finset.sum_congr rfl fun _ _ => Finset.sum_comm).trans Finset.sum_comm

/-- For any superposition of plane waves the harmonic form is a single sum over wavevectors,
pairing the amplitude at `q` with the one at `-q`. -/
theorem B_superposition (Φ : ZMod N → Matrix ι ι ℝ) (u : ZMod N → ι → ℂ) :
    B Φ (fun R => ∑ q, wave q (u q) R) (fun R => ∑ q, wave q (u q) R) =
      N * ∑ q, u (-q) ⬝ᵥ (dyn Φ q *ᵥ u q) := by
  have right : ∀ (x : ZMod N → ι → ℂ) (f : ZMod N → ZMod N → ι → ℂ),
      B Φ x (fun R => ∑ q, f q R) = ∑ q, B Φ x (f q) := by
    intro x f
    have hm : ∀ (M : Matrix ι ι ℂ) (R : ZMod N), M *ᵥ (∑ q, f q R) = ∑ q, M *ᵥ f q R :=
      fun M R => map_sum (Matrix.mulVecLin M) _ _
    simp only [B, hm, dot_sum]
    exact sum_rotate _
  have left : ∀ (y : ZMod N → ι → ℂ) (f : ZMod N → ZMod N → ι → ℂ),
      B Φ (fun R => ∑ q, f q R) y = ∑ q, B Φ (f q) y := by
    intro y f
    have hd : ∀ (v : ι → ℂ) (R : ZMod N), (∑ q, f q R) ⬝ᵥ v = ∑ q, f q R ⬝ᵥ v := by
      intro v R
      rw [dotProduct_comm, dot_sum]
      exact Finset.sum_congr rfl fun q _ => dotProduct_comm _ _
    simp only [B, hd]
    exact sum_rotate _
  rw [Finset.mul_sum]
  refine (right _ (fun q => wave q (u q))).trans (Finset.sum_congr rfl fun q' _ => ?_)
  refine (left _ (fun q => wave q (u q))).trans ?_
  simp only [B_wave_wave]
  -- only the partner wavevector -q' survives
  rw [Finset.sum_eq_single (-q')]
  · rw [if_pos (neg_add_cancel q')]
  · intro b _ hb
    exact if_neg fun h => hb (eq_neg_of_add_eq_zero_left h)
  · intro h
    exact absurd (Finset.mem_univ _) h

/-- On three or more cells, the force constants of a ring with coupling `A` to one neighbour, `Aᵀ`
to the other and no on-site term. On one or two cells `1 = -1`, and the two couplings add. -/
def ring₁ (A : Matrix ι ι ℝ) (R : ZMod N) : Matrix ι ι ℝ :=
  (if R = 1 then A else 0) + (if R = -1 then Aᵀ else 0)

omit [Fintype ι] in
/-- On three cells, the nearest-neighbour ring with any coupling matrix `A` obeys
`Φ(-R) = Φ(R)ᵀ`, and `q = 1` obeys `2q ≠ 0`. -/
theorem ring₁_witness (A : Matrix ι ι ℝ) :
    (∀ R : ZMod 3, ring₁ A (-R) = (ring₁ A R)ᵀ) ∧ (1 + 1 : ZMod 3) ≠ 0 := by
  refine ⟨fun R => ?_, by decide⟩
  have h1 : (-R = 1) ↔ (R = -1) := neg_eq_iff_eq_neg
  have h2 : (-R = -1) ↔ (R = 1) := neg_inj
  simp only [ring₁, h1, h2, Matrix.transpose_add]
  rw [add_comm]
  congr 1 <;> split_ifs <;> simp

end

end MonochromaticPerturbations
```

```lean
#print axioms MonochromaticPerturbations.B_wave_wave
-- 'MonochromaticPerturbations.B_wave_wave' depends on axioms: [propext, Classical.choice, Quot.sound]
#print axioms MonochromaticPerturbations.B_realWave
-- 'MonochromaticPerturbations.B_realWave' depends on axioms: [propext, Classical.choice, Quot.sound]
#print axioms MonochromaticPerturbations.B_realWave_of_two_q_eq_zero
-- 'MonochromaticPerturbations.B_realWave_of_two_q_eq_zero' depends on axioms: [propext, Classical.choice, Quot.sound]
#print axioms MonochromaticPerturbations.B_superposition
-- 'MonochromaticPerturbations.B_superposition' depends on axioms: [propext, Classical.choice, Quot.sound]
```

### What the theorems say about the crystal

The cells are the elements of `ZMod N`, so periodic boundary conditions are built into the arithmetic, and "wavevectors add to zero" means up to a reciprocal lattice vector. The instance `NeZero N` excludes zero cells. The type `ι` labels the coordinates in a cell: atoms and Cartesian directions together, in any finite number.

`phase q R` is $\chi_q(R)$, and `phase_intCast` identifies it with the ordinary exponential for integer labels. `wave q u` is the field $u\chi_q$, and `realWave q u` adds its complex conjugate. `dyn Φ q` is $D(q)$ with unit masses; the real matrices are mapped entrywise into complex ones. `B` is the double lattice sum. The product `⬝ᵥ` does not conjugate, and `star u` conjugates each component, so `star u ⬝ᵥ (dyn Φ q *ᵥ u)` is $u^*D(q)u$.

`B_wave_wave` is the selection rule together with the value of the surviving term. It holds for arbitrary real force constants, as do `B_realWave_of_two_q_eq_zero` and `B_superposition`. Only `B_symm` and `B_realWave` take the hypothesis `hΦ`, which is $\Phi(-R)=\Phi(R)^T$. Physically it expresses that force constants are second derivatives of an energy, whose order can be exchanged, in a translation-invariant crystal. `B_realWave` also needs `hq : q + q ≠ 0`, which no wavevector satisfies on one or two cells, so its first instances occur at $N=3$.

`ring₁_witness` supplies a model that meets both conditions: three cells, coupling $A$ to one neighbour and $A^T$ to the other, with $q=1$. It shows that the hypotheses are compatible, but it is not a stable crystal: there is no on-site term $\Phi(0)$, so the full symmetric matrix of force constants has zero trace and, for every $A\neq0$, a negative eigenvalue.

The transpose relation also makes $D(q)$ Hermitian, since $D(q)^*=\sum_R\Phi(R)^T\chi_q(R)=\sum_R\Phi(-R)\chi_q(R)=D(q)$; that line is an addition by hand, and the Lean proof relies on the symmetry of $B$ instead.

In density functional perturbation theory, lattice response is computed one wavevector at a time. The theorems justify this separation for the harmonic form of a finite one-dimensional ring with given force constants; they do not treat the electronic response from which those constants are obtained.

### How the lemmas follow the calculation

`phase_sum` is the phase sum. It combines the two phases into one character of $R(q+q')$ and then applies Mathlib's orthogonality result.

`response_wave` carries out the change of variable. `Equiv.subLeft R` is the bijection $S\mapsto R-S$ of the ring, and `Equiv.sum_comp` reindexes the sum along it. The local fact `hp` splits $\chi_q(R-S)$ into $\chi_q(R)\chi_q(-S)$, after which the terms are those of $D(q)w$.

`B_wave_wave` first evaluates the inner sum at fixed $R$. The helper `dot_sum` moves the dot product outside the sum over $R'$, so that `response_wave` applies. The factor $u^TD(q')w$ is then taken out of the sum over $R$, and `phase_sum` finishes the calculation.

`B_symm` exchanges the two lattice sums, uses `hΦ` to replace $\Phi(R-R')$ by $\Phi(R'-R)^T$, and moves the transpose across the dot product.

For `B_realWave`, the lemma `phase_neg` says that $\chi_{-q}$ is the conjugate of $\chi_q$, and `realWave_eq` uses it to write the real wave as $a+b$. The fact `expand` produces the four terms. The final rewrite turns $B(a,b)$ into $B(b,a)$ and evaluates the three distinct terms by the selection rule: `if_neg hq` and `if_neg hq'` remove the diagonal ones, and `if_pos` keeps the cross term. `ring` adds its two copies.

`B_realWave_of_two_q_eq_zero` merges the two waves into one, since $-q=q$, and applies the selection rule once. In `B_superposition`, the facts `right` and `left` are linearity in each argument, with `sum_rotate` reordering the finite sums. `Finset.sum_eq_single (-q')` then selects the partner wavevector.

### Primitive characters and the vanishing phase sum

The proof turns on `AddChar.sum_mulShift`, used in `phase_sum`. An additive character is here a complex-valued map $\psi$ with $\psi(0)=1$ that turns sums into products, $\psi(a+b)=\psi(a)\psi(b)$. It is called primitive if, for every $k\neq0$, the shifted character $R\mapsto\psi(kR)$ is not identically 1. For a primitive character on a finite ring, the theorem evaluates $\sum_R\psi(Rk)$ as the number of ring elements when $k=0$, and as zero otherwise.

Here $\psi$ is `ZMod.stdAddChar`, which sends $j$ to $e^{2\pi ij/N}$, and `ZMod.isPrimitive_stdAddChar N` provides primitivity for every nonzero $N$, prime or composite. Composite $N$ deserves the attention: for $N=4$ and $k=2$ the phases are $1,-1,1,-1$, which repeat before the ring is traversed but still sum to zero. Primitivity covers such cases without a separate argument about common divisors, and it leaves `phase_sum` with exactly the two cases of the selection rule.
